# Integrated outward from a common starting value, the radial Dirac angle with tan t = Q/P is smaller at higher energy

The radial Dirac equation is taken here on a closed interval $[a,b]$, with each of its two equations multiplied by $r$ and with derivatives taken within the interval, so that they are one-sided at the ends. For $r>0$ this is equivalent to the usual pair

$$P'=-\frac{k}{r}P+(E-V+m)Q,\qquad Q'=\frac{k}{r}Q-(E-V-m)P .$$

Here $P$ and $Q$ are the large and small radial components, $k$ is the relativistic angular quantum number, $m$ the mass, $V(r)$ the central potential and $E$ the energy including the rest energy, in units with $\hbar=c=1$. The Prüfer angle $t$ is defined by $P=\rho\cos t$ and $Q=\rho\sin t$ with $\rho>0$, where $\rho$ and $t$ are differentiable in $r$, so the angle is followed without jumps of $2\pi$. For the same $k$, $m$ and $V$, and with $0<a<b$, it is shown that of two solutions with equal angles at $a$, the one of higher energy has the smaller angle at every later radius. In a convention with the opposite sign of $Q$, the angle changes sign and this order is reversed.

In Lean 4 with Mathlib:

```lean
import Mathlib

open Real Set

namespace DiracPruferAngle

noncomputable section
```

## The radial pair and its polar form

`RadialDirac` says that $P$ and $Q$ are differentiable on $[a,b]$ and satisfy both equations at every point. The parameters `k` and `m` may be any real numbers, which includes the physical case of nonzero integer $k$ and $m>0$. Continuity of $V$ is not a separate assumption, but a potential with a jump, such as a square well, is excluded for the solutions with $\rho>0$ used below: the equations hold at every point, and a derivative that exists everywhere cannot jump. There is no boundary condition or normalisation.

```lean
/-- The radial Dirac pair on `[a, b]` with angular quantum number `k`, mass `m`, energy `E` and
potential `V`, each equation being multiplied by `r`. -/
structure RadialDirac (k m E : ℝ) (V P Q : ℝ → ℝ) (a b : ℝ) : Prop where
  diffP : DifferentiableOn ℝ P (Icc a b)
  diffQ : DifferentiableOn ℝ Q (Icc a b)
  eqP : ∀ r ∈ Icc a b,
    r * derivWithin P (Icc a b) r = -k * P r + r * (E - V r + m) * Q r
  eqQ : ∀ r ∈ Icc a b,
    r * derivWithin Q (Icc a b) r = k * Q r - r * (E - V r - m) * P r
```

The pair $(P,Q)$ is now described by an amplitude $\rho>0$ and an angle $t$, both differentiable. `IsPolar` collects these conditions; the existence of such a representation is assumed.

```lean
/-- A positive differentiable amplitude `ρ` and a differentiable angle `t` on `[a, b]`. -/
structure IsPolar (ρ t : ℝ → ℝ) (a b : ℝ) : Prop where
  pos : ∀ r ∈ Icc a b, 0 < ρ r
  diffAmp : DifferentiableOn ℝ ρ (Icc a b)
  diffAngle : DifferentiableOn ℝ t (Icc a b)
```

The components are $P=\rho\cos t$ and $Q=\rho\sin t$, so $\tan t=Q/P$ wherever $P\neq0$.

```lean
/-- The large component `P = ρ cos t`. -/
def large (ρ t : ℝ → ℝ) : ℝ → ℝ := fun r => ρ r * cos (t r)

/-- The small component `Q = ρ sin t`. -/
def small (ρ t : ℝ → ℝ) : ℝ → ℝ := fun r => ρ r * sin (t r)
```

The angle will turn out to change at the rate

$$f_E(r,\theta)=\frac{k}{r}\sin2\theta+m\cos2\theta-(E-V(r)),$$

which does not involve $\rho$.

```lean
/-- The angular rate `(k/r) sin 2θ + m cos 2θ - (E - V)`. -/
def angleRate (k m E : ℝ) (V : ℝ → ℝ) (r θ : ℝ) : ℝ :=
  k / r * sin (2 * θ) + m * cos (2 * θ) - (E - V r)
```

The amplitude will satisfy $\rho'/\rho=m\sin2t-(k/r)\cos2t$.

```lean
/-- The logarithmic rate of the amplitude, `m sin 2θ - (k/r) cos 2θ`. -/
def ampRate (k m r θ : ℝ) : ℝ := m * sin (2 * θ) - k / r * cos (2 * θ)
```

## Rotating the equations by the angle

Write $u=E-V$. The product rule gives

$$P'=\rho'\cos t-\rho\sin t\,t',\qquad Q'=\rho'\sin t+\rho\cos t\,t'.$$

Multiply the second equation by $\cos t$, the first by $\sin t$, and subtract. The terms in $\rho'$ cancel:

$$\rho t'=\cos t\,Q'-\sin t\,P'=\rho\left[\frac{2k}{r}\sin t\cos t+m(\cos^2t-\sin^2t)-u\right].$$

The other combination removes $t'$:

$$\rho'=\cos t\,P'+\sin t\,Q'=\rho\left[2m\sin t\cos t-\frac{k}{r}(\cos^2t-\sin^2t)\right].$$

Dividing the first result by $\rho$ and using the double-angle formulas gives both rates. A rotation is invertible, so the rates also imply the original pair.

`polar_algebra` checks this at a single radius, with numbers `R` and `T` in place of $\rho'$ and $t'$. In the forward direction, the `linear_combination` steps contain the same multiples of the two equations, together with a multiple of $\sin^2\theta+\cos^2\theta=1$. In the converse, the formulas for the rates are substituted and only a multiple of that identity is needed.

```lean
/-- At a single radius, the radial pair for the rates `R` of the amplitude and `T` of the angle
is equivalent to explicit formulas for `T` and `R`; here `u` stands for `E - V`. -/
theorem polar_algebra {k m u r ρ R T θ : ℝ} (hr : r ≠ 0) (hρ : ρ ≠ 0) :
    (r * (R * cos θ - ρ * sin θ * T) = -k * (ρ * cos θ) + r * (u + m) * (ρ * sin θ) ∧
      r * (R * sin θ + ρ * cos θ * T) = k * (ρ * sin θ) - r * (u - m) * (ρ * cos θ)) ↔
    (T = k / r * sin (2 * θ) + m * cos (2 * θ) - u ∧
      R = ρ * (m * sin (2 * θ) - k / r * cos (2 * θ))) := by
  obtain ⟨w, rfl⟩ : ∃ w, k = w * r := ⟨k / r, by field_simp⟩
  rw [mul_div_cancel_right₀ w hr, sin_two_mul, cos_two_mul]
  have h := sin_sq_add_cos_sq θ
  constructor
  · -- rotate the two equations by the angle θ
    rintro ⟨e1, e2⟩
    constructor
    · apply mul_left_cancel₀ (mul_ne_zero hr hρ)
      linear_combination cos θ * e2 - sin θ * e1 - r * ρ * (T + u + m) * h
    · apply mul_left_cancel₀ hr
      linear_combination cos θ * e1 + sin θ * e2 + (r * ρ * w - r * R) * h
  · rintro ⟨rfl, rfl⟩
    constructor
    · linear_combination (-2 * r * ρ * w * cos θ) * h
    · linear_combination (2 * r * ρ * m * cos θ) * h
```

To pass from one radius to functions, `keyP` and `keyQ` establish the two product-rule formulas, and `polar_algebra` is applied at each $r\in[a,b]$. The theorem is an equivalence: for $0<a<b$ and a given polar pair, the Dirac equations hold on $[a,b]$ exactly when both rate equations do.

```lean
/-- **Prüfer form of the radial Dirac pair.** The components `ρ cos t`, `ρ sin t` solve the
radial pair exactly when `t' = (k/r) sin 2t + m cos 2t - (E - V)` and
`ρ' = ρ (m sin 2t - (k/r) cos 2t)`. -/
theorem radialDirac_iff_prufer {k m E a b : ℝ} {V ρ t : ℝ → ℝ} (ha : 0 < a) (hab : a < b)
    (hp : IsPolar ρ t a b) :
    RadialDirac k m E V (large ρ t) (small ρ t) a b ↔
      ∀ r ∈ Icc a b,
        HasDerivWithinAt t (angleRate k m E V r (t r)) (Icc a b) r ∧
        HasDerivWithinAt ρ (ρ r * ampRate k m r (t r)) (Icc a b) r := by
  have hu := uniqueDiffOn_Icc hab
  have keyP : ∀ r ∈ Icc a b, derivWithin (large ρ t) (Icc a b) r =
      derivWithin ρ (Icc a b) r * cos (t r) - ρ r * sin (t r) * derivWithin t (Icc a b) r := by
    intro r hr
    have h : HasDerivWithinAt (large ρ t) (derivWithin ρ (Icc a b) r * cos (t r) +
        ρ r * (-sin (t r) * derivWithin t (Icc a b) r)) (Icc a b) r :=
      (hp.diffAmp r hr).hasDerivWithinAt.mul (hp.diffAngle r hr).hasDerivWithinAt.cos
    rw [h.derivWithin (hu r hr)]
    ring
  have keyQ : ∀ r ∈ Icc a b, derivWithin (small ρ t) (Icc a b) r =
      derivWithin ρ (Icc a b) r * sin (t r) + ρ r * cos (t r) * derivWithin t (Icc a b) r := by
    intro r hr
    have h : HasDerivWithinAt (small ρ t) (derivWithin ρ (Icc a b) r * sin (t r) +
        ρ r * (cos (t r) * derivWithin t (Icc a b) r)) (Icc a b) r :=
      (hp.diffAmp r hr).hasDerivWithinAt.mul (hp.diffAngle r hr).hasDerivWithinAt.sin
    rw [h.derivWithin (hu r hr)]
    ring
  have alg := fun (r : ℝ) (hr : r ∈ Icc a b) =>
    polar_algebra (k := k) (m := m) (u := E - V r) (R := derivWithin ρ (Icc a b) r)
      (T := derivWithin t (Icc a b) r) (θ := t r)
      (lt_of_lt_of_le ha hr.1).ne' (hp.pos r hr).ne'
  constructor
  · intro h r hr
    have A := alg r hr
    rw [← keyP r hr, ← keyQ r hr] at A
    obtain ⟨hT, hR⟩ := A.1 ⟨h.eqP r hr, h.eqQ r hr⟩
    have dT := (hp.diffAngle r hr).hasDerivWithinAt
    have dR := (hp.diffAmp r hr).hasDerivWithinAt
    rw [hT] at dT
    rw [hR] at dR
    exact ⟨dT, dR⟩
  · intro h
    have B := fun (r : ℝ) (hr : r ∈ Icc a b) => (alg r hr).2
      ⟨(h r hr).1.derivWithin (hu r hr), (h r hr).2.derivWithin (hu r hr)⟩
    refine ⟨hp.diffAmp.mul hp.diffAngle.cos, hp.diffAmp.mul hp.diffAngle.sin, ?_, ?_⟩
    · intro r hr
      rw [keyP r hr]
      exact (B r hr).1
    · intro r hr
      rw [keyQ r hr]
      exact (B r hr).2
```

## How fast two angles can approach each other

For $x\ge y$, the sum-to-product formulas give

$$f_E(r,x)-f_E(r,y)=2\sin(x-y)\left[\frac{k}{r}\cos(x+y)-m\sin(x+y)\right].$$

Since $|\sin(x-y)|\le x-y$ and $r\ge a>0$, the right-hand side is at least $-L(x-y)$, where

$$L=2\left(\frac{|k|}{a}+|m|\right).$$

The requirement $a>0$ keeps the coefficient $k/r$ bounded. In the proof, `e1` and `e2` are the trigonometric identities, `hX` bounds the bracket, and `hs` obtains the sine bound from $1-z^2/2\le\cos z$ at $z=2(x-y)$.

```lean
/-- For radii `r ≥ a > 0`, raising the angle from `y` to `x` lowers the angular rate by at most
`2 (|k|/a + |m|) (x - y)`. -/
theorem angleRate_lower {k m E a r x y : ℝ} {V : ℝ → ℝ} (ha : 0 < a) (har : a ≤ r)
    (hxy : y ≤ x) :
    -(2 * (|k| / a + |m|) * (x - y)) ≤ angleRate k m E V r x - angleRate k m E V r y := by
  have hd : 0 ≤ x - y := sub_nonneg.2 hxy
  have hs : |sin (x - y)| ≤ x - y := by
    apply abs_le_of_sq_le_sq _ hd
    have h1 := Real.one_sub_sq_div_two_le_cos (x := 2 * (x - y))
    rw [cos_two_mul] at h1
    nlinarith [sin_sq_add_cos_sq (x - y)]
  have e1 : sin (2 * x) - sin (2 * y) = 2 * cos (x + y) * sin (x - y) := by
    rw [show 2 * x = (x + y) + (x - y) by ring, show 2 * y = (x + y) - (x - y) by ring,
      sin_add (x + y) (x - y), sin_sub (x + y) (x - y)]
    ring
  have e2 : cos (2 * x) - cos (2 * y) = -2 * sin (x + y) * sin (x - y) := by
    rw [show 2 * x = (x + y) + (x - y) by ring, show 2 * y = (x + y) - (x - y) by ring,
      cos_add (x + y) (x - y), cos_sub (x + y) (x - y)]
    ring
  have hk : |k / r| ≤ |k| / a := by
    rw [abs_div, abs_of_pos (lt_of_lt_of_le ha har)]
    gcongr
  have hA : |k / r * cos (x + y)| ≤ |k / r| := by
    rw [abs_mul]
    exact mul_le_of_le_one_right (abs_nonneg _) (abs_cos_le_one _)
  have hB : |m * sin (x + y)| ≤ |m| := by
    rw [abs_mul]
    exact mul_le_of_le_one_right (abs_nonneg _) (abs_sin_le_one _)
  have hX : |k / r * cos (x + y) - m * sin (x + y)| ≤ |k| / a + |m| := by
    have hA' := abs_le.1 hA
    have hB' := abs_le.1 hB
    exact abs_le.2 ⟨by linarith [hA'.1, hB'.2], by linarith [hA'.2, hB'.1]⟩
  have hm := mul_le_mul hs hX (abs_nonneg _) hd
  rw [← abs_mul] at hm
  have hlow := (abs_le.1 hm).1
  have hF : angleRate k m E V r x - angleRate k m E V r y =
      2 * (sin (x - y) * (k / r * cos (x + y) - m * sin (x + y))) := by
    unfold angleRate
    linear_combination k / r * e1 + m * e2
  rw [hF]
  linarith
```

## A lower bound on the separation

Let $t_1,t_2$ be angles for energies $E_1<E_2$ in the same potential, with the same $k$ and $m$, and let $t_2(a)\le t_1(a)$. Wherever they meet,

$$t_1'-t_2'=E_2-E_1>0 .$$

Suppose $t_2>t_1$ at some radius $c$. Let $s$ be the last radius before $c$ with $t_2\le t_1$. By continuity the angles are equal at $s$, and the inequality of slopes puts $t_2$ below $t_1$ just after $s$, which is a contradiction. Hence $D=t_1-t_2\ge0$ throughout.

The previous estimate now applies with $x=t_1$ and $y=t_2$:

$$D'=f_{E_1}(r,t_1)-f_{E_1}(r,t_2)+(E_2-E_1)\ge-LD+(E_2-E_1).$$

Multiplying by $e^{L(r-a)}\ge1$ gives

$$\left(e^{L(r-a)}D\right)'\ge e^{L(r-a)}(E_2-E_1)\ge E_2-E_1 .$$

So $e^{L(r-a)}D-(E_2-E_1)(r-a)$ is nondecreasing. It starts at $D(a)\ge0$, and therefore

$$t_1(r)-t_2(r)\ge(E_2-E_1)(r-a)e^{-L(r-a)} .$$

In `angle_gap`, `hle` is the no-overtaking argument, supplied by a Mathlib comparison theorem for one-sided derivatives. `hg` differentiates the expression with the integrating factor, `hmono` gives its monotonicity, and `hfin` compares its values at $a$ and $r$.

```lean
/-- For the same `k`, `m` and `V`, if `E₁ < E₂` and `t₂ ≤ t₁` at `a`, the two Prüfer angles are
separated at `r` by at least `(E₂ - E₁) (r - a) exp (-L (r - a))` with `L = 2 (|k|/a + |m|)`. -/
theorem angle_gap {k m E₁ E₂ a b : ℝ} {V t₁ t₂ : ℝ → ℝ} (ha : 0 < a) (hE : E₁ < E₂)
    (h₁ : ∀ r ∈ Icc a b, HasDerivWithinAt t₁ (angleRate k m E₁ V r (t₁ r)) (Icc a b) r)
    (h₂ : ∀ r ∈ Icc a b, HasDerivWithinAt t₂ (angleRate k m E₂ V r (t₂ r)) (Icc a b) r)
    (h0 : t₂ a ≤ t₁ a) {r : ℝ} (hr : r ∈ Icc a b) :
    (E₂ - E₁) * (r - a) * exp (-(2 * (|k| / a + |m|) * (r - a))) ≤ t₁ r - t₂ r := by
  -- where the angles meet, the one of higher energy has the smaller derivative, so it never rises above the other
  have hle : ∀ x ∈ Icc a b, t₂ x ≤ t₁ x := by
    intro x hx
    refine image_le_of_deriv_right_lt_deriv_boundary'
      (f' := fun r => angleRate k m E₂ V r (t₂ r)) (B' := fun r => angleRate k m E₁ V r (t₁ r))
      (fun z hz => (h₂ z hz).continuousWithinAt)
      (fun z hz => (h₂ z (Ico_subset_Icc_self hz)).mono_of_mem_nhdsWithin
        (Icc_mem_nhdsGE_of_mem hz)) h0
      (fun z hz => (h₁ z hz).continuousWithinAt)
      (fun z hz => (h₁ z (Ico_subset_Icc_self hz)).mono_of_mem_nhdsWithin
        (Icc_mem_nhdsGE_of_mem hz)) ?_ hx
    intro z _ hz
    simp only [angleRate, hz]
    linarith
  have hL : 0 ≤ 2 * (|k| / a + |m|) := by positivity
  have hlow := fun (x : ℝ) (hx : x ∈ Icc a b) =>
    angleRate_lower (k := k) (m := m) (E := E₁) (V := V) ha hx.1 (hle x hx)
  generalize 2 * (|k| / a + |m|) = L at hL hlow ⊢
  -- an integrating factor turns the Lipschitz bound into monotonicity
  have hg : ∀ x ∈ Icc a b, HasDerivWithinAt
      (fun x => exp (L * (x - a)) * (t₁ x - t₂ x) - (E₂ - E₁) * (x - a))
      (exp (L * (x - a)) * (L * 1) * (t₁ x - t₂ x) + exp (L * (x - a)) *
        (angleRate k m E₁ V x (t₁ x) - angleRate k m E₂ V x (t₂ x)) - (E₂ - E₁) * 1)
      (Icc a b) x := by
    intro x hx
    have hl : HasDerivAt (fun x : ℝ => x - a) 1 x := (hasDerivAt_id' x).sub_const a
    exact ((hl.const_mul L).exp.hasDerivWithinAt.mul ((h₁ x hx).sub (h₂ x hx))).sub
      (hl.const_mul (E₂ - E₁)).hasDerivWithinAt
  have hmono := monotoneOn_of_hasDerivWithinAt_nonneg (convex_Icc a b)
    (fun x hx => (hg x hx).continuousWithinAt)
    (fun x hx => (hg x (interior_subset hx)).mono interior_subset)
    (fun x hx => by
      have hx' := interior_subset hx
      have he : 1 ≤ exp (L * (x - a)) :=
        Real.one_le_exp (mul_nonneg hL (sub_nonneg.2 hx'.1))
      have hF : E₂ - E₁ ≤ L * (t₁ x - t₂ x) +
          (angleRate k m E₁ V x (t₁ x) - angleRate k m E₂ V x (t₂ x)) := by
        have h := hlow x hx'
        unfold angleRate at h ⊢
        linarith
      have h3 := mul_le_mul_of_nonneg_left hF (exp_pos (L * (x - a))).le
      have h4 := mul_le_mul_of_nonneg_right he (sub_pos.2 hE).le
      linarith)
  have hfin := hmono (left_mem_Icc.2 (hr.1.trans hr.2)) hr hr.1
  simp only [sub_self, mul_zero, exp_zero, one_mul, sub_zero] at hfin
  rw [Real.exp_neg, ← div_eq_mul_inv, div_le_iff₀ (exp_pos _)]
  linarith
```

## A free particle at two energies

Take $V=0$, $m=1$, $k=-1$ and $a=1$, with $E_1=1$ and $E_2=5/4$. At the lower energy, $P=r$, $Q=0$ is a solution, with $t_1=0$ everywhere. At the higher energy the momentum is $p=\sqrt{E_2^2-m^2}=3/4$, and the solution with $t_2(1)=0$ and $P(1)=1$ is

$$P=\cos p(r-1)+\frac1p\sin p(r-1),\qquad Q=\frac{P'-P/r}{E_2+m}.$$

At $r=2$ this gives $P\approx1.641$ and $Q\approx-0.267$. Since $P>0$ on $[1,2]$, the angle stays on the branch through zero, and $t_2(2)=\arctan(Q/P)\approx-0.161$. The separation is thus about $0.161$. With $L=4$, the general bound guarantees $\tfrac14e^{-4}\approx0.0046$, which is correct but far from sharp here.

## Strict ordering for solutions of the Dirac pair

For $r>a$ the lower bound is positive, so $t_2(r)<t_1(r)$. `prufer_angle_lt` states this for solutions of the Dirac pair itself, at every $r\in(a,b]$. Equal starting angles are included, and the two amplitudes are unrelated. The proof converts both solutions to their angle equations with `radialDirac_iff_prufer` and applies `angle_gap`.

For one particle in a fixed central potential, on a finite interval away from the origin, this monotonicity can help a shooting calculation to bracket an energy, provided that the starting angles are ordered as required. The theorem does not treat the limits $r\to0$ and $r\to\infty$, where bound-state conditions are usually imposed.

```lean
/-- **Energy comparison of Prüfer angles.** For two solutions of the radial Dirac pair in the same
potential and with the same `k` and `m`, if `E₁ < E₂` and `t₂ ≤ t₁` at `a`, one has `t₂ < t₁` at
every later radius. -/
theorem prufer_angle_lt {k m E₁ E₂ a b : ℝ} {V ρ₁ ρ₂ t₁ t₂ : ℝ → ℝ} (ha : 0 < a)
    (hE : E₁ < E₂) (p₁ : IsPolar ρ₁ t₁ a b) (p₂ : IsPolar ρ₂ t₂ a b)
    (s₁ : RadialDirac k m E₁ V (large ρ₁ t₁) (small ρ₁ t₁) a b)
    (s₂ : RadialDirac k m E₂ V (large ρ₂ t₂) (small ρ₂ t₂) a b)
    (h0 : t₂ a ≤ t₁ a) : ∀ r ∈ Ioc a b, t₂ r < t₁ r := by
  intro r hr
  have hab : a < b := lt_of_lt_of_le hr.1 hr.2
  have h := angle_gap ha hE
    (fun x hx => ((radialDirac_iff_prufer ha hab p₁).1 s₁ x hx).1)
    (fun x hx => ((radialDirac_iff_prufer ha hab p₂).1 s₂ x hx).1) h0 (Ioc_subset_Icc_self hr)
  have hpos := mul_pos (mul_pos (sub_pos.2 hE) (sub_pos.2 hr.1))
    (exp_pos (-(2 * (|k| / a + |m|) * (r - a))))
  linarith
```

## Angles fixed at both ends determine the energy

If two solutions have equal angles at $a$ and at $b$, with $0<a<b$, neither energy can be the larger, because the strict ordering would then separate the angles at $b$. `energy_eq_of_angles_eq` goes through the three possible orderings of $E_1$ and $E_2$ in this way.

The angles must agree as real numbers. A boundary condition on the ratio $Q/P$ fixes $t$ only up to multiples of $\pi$, so solutions on different branches may satisfy it at different energies.

```lean
/-- Two solutions of the radial Dirac pair with the same `k`, `m` and potential whose Prüfer angles
agree at both ends of the interval have the same energy. -/
theorem energy_eq_of_angles_eq {k m E₁ E₂ a b : ℝ} {V ρ₁ ρ₂ t₁ t₂ : ℝ → ℝ} (ha : 0 < a)
    (hab : a < b) (p₁ : IsPolar ρ₁ t₁ a b) (p₂ : IsPolar ρ₂ t₂ a b)
    (s₁ : RadialDirac k m E₁ V (large ρ₁ t₁) (small ρ₁ t₁) a b)
    (s₂ : RadialDirac k m E₂ V (large ρ₂ t₂) (small ρ₂ t₂) a b)
    (h0 : t₁ a = t₂ a) (h1 : t₁ b = t₂ b) : E₁ = E₂ := by
  rcases lt_trichotomy E₁ E₂ with h | h | h
  · exact absurd h1.symm (prufer_angle_lt ha h p₁ p₂ s₁ s₂ h0.ge b ⟨hab, le_rfl⟩).ne
  · exact h
  · exact absurd h1 (prufer_angle_lt ha h p₂ p₁ s₂ s₁ h0.le b ⟨hab, le_rfl⟩).ne

end

end DiracPruferAngle
```

```lean
#print axioms DiracPruferAngle.energy_eq_of_angles_eq
```

```
'DiracPruferAngle.energy_eq_of_angles_eq' depends on axioms: [propext, Classical.choice, Quot.sound]
```
